# Within one period, the sum of cos(Gz)/G² over positive reciprocal-lattice wave numbers is quadratic in |z|

For a period L > 0 along the surface normal, the reciprocal-lattice wave numbers are G_n = 2πn/L. The theorem says that for a height difference z with |z| ≤ L, the sum of cos(G_n z)/G_n² over n ≥ 1 converges to z²/4 − L|z|/4 + L²/24. The proof takes Mathlib's cosine series for the second Bernoulli polynomial at |z|/L, drops the n = 0 term and multiplies by L²/(4π²). It then has to show that the rescaled series agrees with the stated one term by term.

The first attempt, which Lean rejects:

```lean
import Mathlib

open Real Filter Topology

namespace HasSumReciprocal

noncomputable section

/-- The reciprocal-lattice wave number `G_n = 2πn/L` along the surface normal, for a period
`L ≠ 0`. -/
def waveNumber (L : ℝ) (n : ℕ) : ℝ := 2 * π * n / L

/-- For a height difference of at most one period `L > 0`, the reciprocal sum converges to a
quadratic polynomial in the distance. -/
theorem hasSum_reciprocal {L z : ℝ} (hL : 0 < L) (hz : |z| ≤ L) :
    HasSum (fun n : ℕ => cos (waveNumber L (n + 1) * z) / waveNumber L (n + 1) ^ 2)
      (z ^ 2 / 4 - L * |z| / 4 + L ^ 2 / 24) := by
  have hx : |z| / L ∈ Set.Icc (0 : ℝ) 1 := ⟨by positivity, (div_le_one hL).2 hz⟩
  -- the second Bernoulli polynomial
  have hB : ((Polynomial.bernoulli 2).map (algebraMap ℚ ℝ)).eval (|z| / L)
      = (|z| / L) ^ 2 - |z| / L + 1 / 6 := by
    simp only [Polynomial.bernoulli, Finset.sum_range_succ, Finset.sum_range_zero, zero_add,
      Polynomial.map_add, Polynomial.map_monomial, Polynomial.eval_add, Polynomial.eval_monomial]
    rw [bernoulli_one, bernoulli_eq_bernoulli'_of_ne_one zero_ne_one, bernoulli'_zero,
      bernoulli_eq_bernoulli'_of_ne_one (by decide : 2 ≠ 1), bernoulli'_two]
    norm_num [Nat.choose] <;> ring
  have h : HasSum (fun n : ℕ => 1 / (n : ℝ) ^ 2 * cos (2 * π * n * (|z| / L)))
      (π ^ 2 * ((|z| / L) ^ 2 - |z| / L + 1 / 6)) := by
    have h0 := hasSum_one_div_nat_pow_mul_cos (k := 1) one_ne_zero hx
    simp only [mul_one] at h0
    rw [hB] at h0
    convert h0 using 1
    have h2 : ((Nat.factorial 2 : ℕ) : ℝ) = 2 := by norm_num [Nat.factorial]
    rw [h2]
    ring
  -- drop the empty term n = 0 and restore the units of length
  have h1 := ((hasSum_nat_add_iff' 1).2 h).mul_left (L ^ 2 / (4 * π ^ 2))
  have hf : (fun n : ℕ => cos (waveNumber L (n + 1) * z) / waveNumber L (n + 1) ^ 2)
      = fun n : ℕ => L ^ 2 / (4 * π ^ 2) * (1 / ((n + 1 : ℕ) : ℝ) ^ 2
        * cos (2 * π * ((n + 1 : ℕ) : ℝ) * (|z| / L))) := by
    funext n
    have hw : 0 ≤ waveNumber L (n + 1) := by unfold waveNumber; positivity
    have hc : cos (waveNumber L (n + 1) * z)
        = cos (2 * π * ((n + 1 : ℕ) : ℝ) * (|z| / L)) := by
      rw [← Real.cos_abs (waveNumber L (n + 1) * z), abs_mul, abs_of_nonneg hw]
      congr 1
      unfold waveNumber
      ring
    rw [hc]
    show _ = L ^ 2 / (4 * π ^ 2) * (1 / ((n + 1 : ℕ) : ℝ) ^ 2
      * cos (2 * π * ((n + 1 : ℕ) : ℝ) * (|z| / L)))
    generalize cos (2 * π * ((n + 1 : ℕ) : ℝ) * (|z| / L)) = c
    unfold waveNumber
    generalize ((n + 1 : ℕ) : ℝ) = m
    ring
  have hv : z ^ 2 / 4 - L * |z| / 4 + L ^ 2 / 24
      = L ^ 2 / (4 * π ^ 2) * (π ^ 2 * ((|z| / L) ^ 2 - |z| / L + 1 / 6)
        - ∑ i ∈ Finset.range 1, 1 / (i : ℝ) ^ 2 * cos (2 * π * i * (|z| / L))) := by
    simp only [Finset.sum_range_one, Nat.cast_zero, ne_eq, OfNat.ofNat_ne_zero,
      not_false_eq_true, zero_pow, div_zero, zero_mul, sub_zero]
    rw [← sq_abs z]
    have hL' := hL.ne'
    field_simp
    ring
  rw [hf, hv]
  exact h1

end

end HasSumReciprocal
```

Compiling this gives:

```
Try this:
  [apply] ring_nf
  
  The `ring` tactic failed to close the goal. Use `ring_nf` to obtain a normal form.
    
  Note that `ring` works primarily in *commutative* rings. If you have a noncommutative ring, abelian group or module, consider using `noncomm_ring`, `abel` or `module` instead.
Main.lean:40:58: error: unsolved goals
L z : ℝ
hL : 0 < L
hz : |z| ≤ L
hx : |z| / L ∈ Set.Icc 0 1
hB :
  Polynomial.eval (|z| / L) (Polynomial.map (algebraMap ℚ ℝ) (Polynomial.bernoulli 2)) = (|z| / L) ^ 2 - |z| / L + 1 / 6
h : HasSum (fun n => 1 / ↑n ^ 2 * cos (2 * π * ↑n * (|z| / L))) (π ^ 2 * ((|z| / L) ^ 2 - |z| / L + 1 / 6))
h1 :
  HasSum (fun i => L ^ 2 / (4 * π ^ 2) * (1 / ↑(i + 1) ^ 2 * cos (2 * π * ↑(i + 1) * (|z| / L))))
    (L ^ 2 / (4 * π ^ 2) *
      (π ^ 2 * ((|z| / L) ^ 2 - |z| / L + 1 / 6) - ∑ i ∈ Finset.range 1, 1 / ↑i ^ 2 * cos (2 * π * ↑i * (|z| / L))))
n : ℕ
hw : 0 ≤ waveNumber L (n + 1)
hc : cos (waveNumber L (n + 1) * z) = cos (2 * π * ↑(n + 1) * (|z| / L))
c m : ℝ
⊢ c * π⁻¹ ^ 2 * m⁻¹ ^ 2 * L⁻¹⁻¹ ^ 2 * (1 / 4) = c * L ^ 2 * π⁻¹ ^ 2 * m⁻¹ ^ 2 * (1 / 4)
```

What went wrong. Both messages concern the last `ring` in the proof of `hf`, where the terms of the two series are compared. The first says that `ring` did not close the goal and suggests `ring_nf`; the second shows what was left. The two sides differ only in that the left has `L⁻¹⁻¹ ^ 2` where the right has `L ^ 2`. These are equal, but `ring` did not simplify the double inverse here. It comes from unfolding `waveNumber`, which puts the quotient `2 * π * m / L`, squared, in a denominator.

The repair removes this nested division before calling `ring`. `div_pow` turns the square of the quotient into a quotient of squares, and `div_div_eq_mul_div` then moves `L ^ 2` up into the numerator. No inverse of an inverse of `L` arises, and `ring` closes the goal.

The other change, putting `norm_num [Nat.choose]` and `ring` on separate lines instead of joining them with `<;>`, is mere tidying; no message concerns that step.

Lean accepts the file once it reads:

```diff
@@ -24,5 +24,6 @@
     rw [bernoulli_one, bernoulli_eq_bernoulli'_of_ne_one zero_ne_one, bernoulli'_zero,
       bernoulli_eq_bernoulli'_of_ne_one (by decide : 2 ≠ 1), bernoulli'_two]
-    norm_num [Nat.choose] <;> ring
+    norm_num [Nat.choose]
+    ring
   have h : HasSum (fun n : ℕ => 1 / (n : ℝ) ^ 2 * cos (2 * π * n * (|z| / L)))
       (π ^ 2 * ((|z| / L) ^ 2 - |z| / L + 1 / 6)) := by
@@ -53,4 +54,5 @@
     unfold waveNumber
     generalize ((n + 1 : ℕ) : ℝ) = m
+    rw [div_pow, div_div_eq_mul_div]
     ring
   have hv : z ^ 2 / 4 - L * |z| / 4 + L ^ 2 / 24
```
